# Among unnormalised Cartesian Gaussians of one shell and exponent, the axis components have the largest self-overlap

Take two members of a d shell, x² exp(-a r²) and xy exp(-a r²), with the same exponent a > 0 and r² = x² + y² + z². To normalise them we need their self-overlaps, the integrals of their squares over space. Both integrals split into one line integral per axis, with the Gaussian weight exp(-2a x²). Relative to the integral of the weight alone, the average of x² is 1/(4a) and the average of x⁴ is 3/(4a)². The first function needs one average of x⁴, the second a product of two averages of x²:

x² component: 3/(4a)²

xy component: 1/(4a) · 1/(4a) = 1/(4a)²

The ratio is 3. Putting both powers on one axis brings in the odd factor 3, while spreading them over two axes gives only factors of 1. In every shell from d upwards, putting all the powers on one axis gives a larger self-overlap than spreading them over several.

## The self-overlap as a product of double factorials

Let i, j, k be natural numbers with i + j + k = l, and let S(i,j,k) be the self-overlap of x^i y^j z^k exp(-a r²). The claim is

S(i,j,k) ≤ S(l,0,0),

with equality exactly when at least two of i, j, k vanish.

For b > 0 let M(n) be the integral of x^(2n) exp(-b x²) over the line. Differentiate:

d/dx [x^(2n+1) exp(-b x²)] = (2n+1) x^(2n) exp(-b x²) - 2b x^(2n+2) exp(-b x²).

The function in brackets vanishes at both ends of the line, so the right-hand side integrates to zero:

2b M(n+1) = (2n+1) M(n).

Starting from M(0) = √(π/b), and with (-1)!! = 1, repeated use gives

M(n) = (2n-1)!! / (2b)^n · √(π/b).

Squaring the basis function doubles its exponent, so b = 2a, and the integral over space is a product of three moments:

S(i,j,k) = (2i-1)!! (2j-1)!! (2k-1)!! / (4a)^l · (π/(2a))^(3/2).

Within a shell only the double factorials vary. The normalised function is the unnormalised one times S(i,j,k)^(-1/2), so the axis component has the smallest normalisation constant.

## Merging exponents raises the double factorials

Write D(n) = (2n-1)!!, so that D(0) = 1 and D(n+1) = (2n+1) D(n). First, D(i) D(j) ≤ D(i+j), by induction on j. For j = 0 the two sides agree. For the step,

D(i) D(j+1) = (2j+1) D(i) D(j) ≤ (2j+1) D(i+j) ≤ (2(i+j)+1) D(i+j) = D(i+j+1).

If i > 0, the last inequality is strict, because 2j+1 < 2(i+j)+1 and D(i+j) > 0. Hence merging two positive exponents strictly raises the value.

Merging twice gives

D(i) D(j) D(k) ≤ D(i+j) D(k) ≤ D(i+j+k).

The first inequality is strict if i and j are both positive, the second if i+j and k are both positive. If neither is the case, at least two exponents vanish, and equality holds because D(0) = 1. Multiplying by the common positive factor of the shell proves the claim.

In s and p shells every component has at least two vanishing exponents, so all self-overlaps agree. The d shell is the first with a difference.

## Numbers for an f shell

Take a = 1 and l = 3. The common factor is (π/2)^(3/2) / 4³ ≈ 1.9687/64 ≈ 0.03076. The three types of component give

x³: D(3) D(0) D(0) = 15, so S ≈ 0.4614

x²y: D(2) D(1) D(0) = 3, so S ≈ 0.0923

xyz: D(1) D(1) D(1) = 1, so S ≈ 0.0308

For single primitives with a common exponent, this matters when a program applies the normalisation constant of x^l to the whole shell: the mixed components then have norm below one. In this f shell, xyz would have self-overlap 1/15.

## Double factorials and Gaussians in Lean

The name `oddFactorial n` stands for (2n-1)!!, not for n!!; for example, `oddFactorial 2` is 3. The recursion starts from the value 1 at n = 0, which fixes the convention (-1)!! = 1 without subtraction in the natural numbers.

```lean
import Mathlib

open MeasureTheory

namespace CartesianGaussianShell

noncomputable section

/-- The odd double factorial `(2n-1)!!`, with the convention `(-1)!! = 1` at `n = 0`. -/
def oddFactorial : ℕ → ℕ
  | 0 => 1
  | n + 1 => (2 * n + 1) * oddFactorial n
```

The moment M(n) is a Lebesgue integral over the real line. Its index n counts pairs of powers, so `gaussianMoment b n` has order 2n.

```lean
/-- The even moment of order `2n` of the Gaussian `exp (-b x²)` on the line. -/
def gaussianMoment (b : ℝ) (n : ℕ) : ℝ :=
  ∫ x : ℝ, x ^ (2 * n) * Real.exp (-b * x ^ 2)
```

A point of space is a nested pair: `r.1`, `r.2.1` and `r.2.2` are x, y and z, measured from the centre of the function. The exponent `a` is often written α in textbooks. The function is real, so its square needs no complex conjugate.

```lean
/-- The unnormalised Cartesian Gaussian `x^i y^j z^k exp (-a r²)`. -/
def cartesianGaussian (a : ℝ) (i j k : ℕ) (r : ℝ × ℝ × ℝ) : ℝ :=
  r.1 ^ i * r.2.1 ^ j * r.2.2 ^ k * Real.exp (-a * (r.1 ^ 2 + r.2.1 ^ 2 + r.2.2 ^ 2))

/-- The self-overlap of a Cartesian Gaussian: the integral of its square over space. -/
def selfOverlap (a : ℝ) (i j k : ℕ) : ℝ :=
  ∫ r : ℝ × ℝ × ℝ, cartesianGaussian a i j k r ^ 2
```

## The arithmetic inequality and its equality cases

The next lemma ties the recursion to Mathlib's double factorial at 2n+1. Together with the defining value at n = 0, this identifies `oddFactorial` for every n.

```lean
/-- The recursive definition agrees with the usual double factorial of `2n+1`. -/
theorem oddFactorial_succ_eq (n : ℕ) :
    oddFactorial (n + 1) = Nat.doubleFactorial (2 * n + 1) := by
  induction n with
  | zero => simp [oddFactorial, Nat.doubleFactorial]
  | succ n ih =>
    rw [oddFactorial, ih, show 2 * (n + 1) + 1 = (2 * n + 1) + 2 by ring,
      Nat.doubleFactorial_add_two]
```

Positivity is needed later, when a strict inequality is multiplied by a double factorial.

```lean
theorem oddFactorial_pos (n : ℕ) : 0 < oddFactorial n := by
  induction n with
  | zero => exact Nat.one_pos
  | succ n ih => exact Nat.mul_pos (Nat.succ_pos _) ih
```

The two-factor inequality follows the induction on j above. The `calc` block moves the factor 2j+1 to the front, then bounds both factors at once with `Nat.mul_le_mul`.

```lean
/-- Merging two exponents does not lower the double factorials:
`(2i-1)!! (2j-1)!! ≤ (2(i+j)-1)!!`. -/
theorem oddFactorial_mul_le (i j : ℕ) :
    oddFactorial i * oddFactorial j ≤ oddFactorial (i + j) := by
  induction j with
  | zero => simp [oddFactorial]
  | succ j ih =>
    calc oddFactorial i * ((2 * j + 1) * oddFactorial j)
        = (2 * j + 1) * (oddFactorial i * oddFactorial j) := by ring
      _ ≤ (2 * (i + j) + 1) * oddFactorial (i + j) :=
        Nat.mul_le_mul (by omega) ih
```

For the strict version, the positive exponent j is written as m+1. The weak inequality handles the first m odd factors, and the strict comparison of 2m+1 with 2(i+m)+1 uses i > 0.

```lean
/-- Merging two positive exponents strictly raises the double factorials. -/
theorem oddFactorial_mul_lt {i j : ℕ} (hi : 0 < i) (hj : 0 < j) :
    oddFactorial i * oddFactorial j < oddFactorial (i + j) := by
  obtain ⟨m, rfl⟩ : ∃ m, j = m + 1 := ⟨j - 1, by omega⟩
  -- the last odd factor on the right is strictly larger
  calc oddFactorial i * ((2 * m + 1) * oddFactorial m)
      = (2 * m + 1) * (oddFactorial i * oddFactorial m) := by ring
    _ ≤ (2 * m + 1) * oddFactorial (i + m) :=
      Nat.mul_le_mul le_rfl (oddFactorial_mul_le i m)
    _ < (2 * (i + m) + 1) * oddFactorial (i + m) :=
      mul_lt_mul_of_pos_right (by omega) (oddFactorial_pos _)
```

In the three-factor statement, `h1` and `h2` are the two merging steps. For the equality cases, suppose that equality holds but fewer than two exponents vanish. Then one of the two merges joins positive exponents, as `hc` records, and its strict inequality contradicts the equality. The converse is a substitution of zeros.

```lean
/-- `(2i-1)!! (2j-1)!! (2k-1)!! ≤ (2(i+j+k)-1)!!`, with equality exactly when at least two
of the three exponents vanish. -/
theorem oddFactorial_triple (i j k : ℕ) :
    oddFactorial i * oddFactorial j * oddFactorial k ≤ oddFactorial (i + j + k) ∧
    (oddFactorial i * oddFactorial j * oddFactorial k = oddFactorial (i + j + k) ↔
      (i = 0 ∧ j = 0) ∨ (i = 0 ∧ k = 0) ∨ (j = 0 ∧ k = 0)) := by
  have h1 : oddFactorial i * oddFactorial j * oddFactorial k
      ≤ oddFactorial (i + j) * oddFactorial k :=
    Nat.mul_le_mul (oddFactorial_mul_le i j) le_rfl
  have h2 := oddFactorial_mul_le (i + j) k
  refine ⟨h1.trans h2, fun h => ?_, ?_⟩
  · by_contra hne
    have hc : (0 < i ∧ 0 < j) ∨ (0 < i + j ∧ 0 < k) := by omega
    rcases hc with ⟨hi, hj⟩ | ⟨hij, hk⟩
    · have h3 := mul_lt_mul_of_pos_right (oddFactorial_mul_lt hi hj) (oddFactorial_pos k)
      omega
    · have h3 := oddFactorial_mul_lt hij hk
      omega
  · rintro (⟨rfl, rfl⟩ | ⟨rfl, rfl⟩ | ⟨rfl, rfl⟩) <;> simp [oddFactorial]
```

## From line moments to the integral over space

The recurrence proof first establishes, in `h`, that every power of x times the Gaussian is integrable. The derivative computed above is `hd`. Mathlib's theorem that an integrable function with integrable derivative has a derivative of integral zero then takes the place of the boundary argument, giving `h0`. Splitting that integral into its two terms yields the recurrence.

```lean
/-- Integration by parts links successive even moments of a Gaussian with `b > 0`:
`2b M(n+1) = (2n+1) M(n)`. -/
theorem gaussianMoment_succ {b : ℝ} (hb : 0 < b) (n : ℕ) :
    2 * b * gaussianMoment b (n + 1) = (2 * n + 1) * gaussianMoment b n := by
  have h : ∀ m : ℕ, Integrable (fun x : ℝ => x ^ m * Real.exp (-b * x ^ 2)) := by
    intro m
    have hm : (-1 : ℝ) < (m : ℝ) := by
      have : (0 : ℝ) ≤ (m : ℝ) := Nat.cast_nonneg m
      linarith
    simpa only [Real.rpow_natCast] using integrable_rpow_mul_exp_neg_mul_sq hb hm
  have hd : ∀ x : ℝ, HasDerivAt (fun x : ℝ => x ^ (2 * n + 1) * Real.exp (-b * x ^ 2))
      ((2 * n + 1) * (x ^ (2 * n) * Real.exp (-b * x ^ 2))
        - 2 * b * (x ^ (2 * (n + 1)) * Real.exp (-b * x ^ 2))) x := by
    intro x
    have h1 := hasDerivAt_pow (2 * n + 1) x
    have h2 := ((hasDerivAt_pow 2 x).const_mul (-b)).exp
    refine (h1.fun_mul h2).congr_deriv ?_
    simp only [Nat.add_sub_cancel, show 2 - 1 = 1 from rfl, pow_one]
    push_cast
    ring
  -- the integral of a total derivative vanishes
  have h0 := integral_eq_zero_of_hasDerivAt_of_integrable hd
    (((h (2 * n)).const_mul _).sub ((h (2 * (n + 1))).const_mul _)) (h (2 * n + 1))
  rw [integral_sub ((h (2 * n)).const_mul _) ((h (2 * (n + 1))).const_mul _),
    integral_const_mul, integral_const_mul] at h0
  unfold gaussianMoment
  linarith
```

The closed form follows by induction, with the Gaussian integral as the base case. In the step both sides are multiplied by 2b, so that the recurrence applies, and the common factor is cancelled.

```lean
/-- For `b > 0` the even Gaussian moment is `(2n-1)!! / (2b)^n · √(π/b)`. -/
theorem gaussianMoment_eq {b : ℝ} (hb : 0 < b) (n : ℕ) :
    gaussianMoment b n = oddFactorial n / (2 * b) ^ n * Real.sqrt (Real.pi / b) := by
  induction n with
  | zero => simpa [gaussianMoment, oddFactorial] using integral_gaussian b
  | succ n ih =>
    have hb2 : 2 * b ≠ 0 := by positivity
    apply mul_left_cancel₀ hb2
    rw [gaussianMoment_succ hb, ih, oddFactorial]
    generalize Real.sqrt (Real.pi / b) = s
    push_cast
    rw [pow_succ]
    field_simp
```

For the self-overlap, `hpt` writes the squared function at each point as a product of three functions of one variable, each with exponent 2a. Two applications of `integral_prod_mul` separate first x from (y, z), then y from z. The result, `h3`, is the product of three moments at b = 2a, and the previous theorem evaluates each of them.

```lean
/-- Closed form of the self-overlap of a Cartesian Gaussian with exponent `a > 0`. -/
theorem selfOverlap_eq {a : ℝ} (ha : 0 < a) (i j k : ℕ) :
    selfOverlap a i j k = oddFactorial i * oddFactorial j * oddFactorial k
      / (4 * a) ^ (i + j + k) * Real.sqrt (Real.pi / (2 * a)) ^ 3 := by
  let m : ℕ → ℝ → ℝ := fun n x => x ^ (2 * n) * Real.exp (-(2 * a) * x ^ 2)
  have hpt : ∀ r : ℝ × ℝ × ℝ,
      cartesianGaussian a i j k r ^ 2 = m i r.1 * (m j r.2.1 * m k r.2.2) := by
    intro r
    have he : Real.exp (-a * (r.1 ^ 2 + r.2.1 ^ 2 + r.2.2 ^ 2)) ^ 2
        = Real.exp (-(2 * a) * r.1 ^ 2) * (Real.exp (-(2 * a) * r.2.1 ^ 2)
          * Real.exp (-(2 * a) * r.2.2 ^ 2)) := by
      rw [← Real.exp_add, ← Real.exp_add, ← Real.exp_nat_mul]
      congr 1
      push_cast
      ring
    simp only [cartesianGaussian, m]
    rw [mul_pow, he]
    ring
  -- the integral over space factorises into three line integrals
  have h1 := integral_prod_mul (μ := (volume : Measure ℝ))
    (ν := (volume : Measure (ℝ × ℝ))) (m i) (fun s => m j s.1 * m k s.2)
  have h2 := integral_prod_mul (μ := (volume : Measure ℝ))
    (ν := (volume : Measure ℝ)) (m j) (m k)
  rw [← Measure.volume_eq_prod] at h1 h2
  have h3 : selfOverlap a i j k = gaussianMoment (2 * a) i
      * (gaussianMoment (2 * a) j * gaussianMoment (2 * a) k) := by
    calc selfOverlap a i j k
        = ∫ r : ℝ × ℝ × ℝ, m i r.1 * (m j r.2.1 * m k r.2.2) :=
          integral_congr_ae (Filter.Eventually.of_forall hpt)
      _ = (∫ x, m i x) * ∫ s : ℝ × ℝ, m j s.1 * m k s.2 := h1
      _ = (∫ x, m i x) * ((∫ x, m j x) * ∫ x, m k x) := by rw [h2]
  have h2a : 0 < 2 * a := by positivity
  rw [h3, gaussianMoment_eq h2a, gaussianMoment_eq h2a, gaussianMoment_eq h2a,
    show 2 * (2 * a) = 4 * a by ring, pow_add, pow_add]
  generalize Real.sqrt (Real.pi / (2 * a)) = s
  ring
```

## The largest self-overlap in a shell

The main theorem takes a real number a > 0, natural exponents i, j, k, and a total degree l equal to their sum. It states that the self-overlap of x^i y^j z^k exp(-a r²) is at most that of x^l exp(-a r²), and that the two are equal exactly when at least two exponents vanish. The components y^l and z^l therefore attain the maximum too.

The condition a > 0 makes the function decay at large distance, as a localised orbital must. For a ≤ 0 the integral diverges, and Lean assigns it the value 0.

The theorem compares single primitives. Passing to a contracted basis function, a sum of primitives with different exponents, is a further step, since its self-overlap also contains cross terms between those primitives.

In the proof, `C` is the factor shared by the shell, and `hpos` says that it is positive. The equations `e1` and `e2` write both self-overlaps as a natural number times `C`. Multiplying the arithmetic inequality by `C` gives the bound, and cancelling `C` reduces the equality cases to those already found.

```lean
/-- Among the Cartesian Gaussians of total degree `l` with a common exponent `a > 0`, the axis
component `x^l` has the largest self-overlap. A component `x^i y^j z^k` attains it exactly when
at least two of its exponents vanish. -/
theorem selfOverlap_le_axis {a : ℝ} (ha : 0 < a) {i j k l : ℕ} (hl : i + j + k = l) :
    selfOverlap a i j k ≤ selfOverlap a l 0 0 ∧
    (selfOverlap a i j k = selfOverlap a l 0 0 ↔
      (i = 0 ∧ j = 0) ∨ (i = 0 ∧ k = 0) ∨ (j = 0 ∧ k = 0)) := by
  subst hl
  -- the factor shared by the whole shell
  obtain ⟨C, hC⟩ : ∃ C : ℝ,
      C = Real.sqrt (Real.pi / (2 * a)) ^ 3 / (4 * a) ^ (i + j + k) := ⟨_, rfl⟩
  have hpos : 0 < C := by
    have := Real.pi_pos
    rw [hC]
    positivity
  have e1 : selfOverlap a i j k
      = ((oddFactorial i * oddFactorial j * oddFactorial k : ℕ) : ℝ) * C := by
    rw [selfOverlap_eq ha, hC]
    push_cast
    ring
  have e2 : selfOverlap a (i + j + k) 0 0 = (oddFactorial (i + j + k) : ℝ) * C := by
    rw [selfOverlap_eq ha, hC, show oddFactorial 0 = 1 from rfl, add_zero, add_zero]
    push_cast
    ring
  obtain ⟨hle, heq⟩ := oddFactorial_triple i j k
  rw [e1, e2]
  refine ⟨mul_le_mul_of_nonneg_right (Nat.cast_le.mpr hle) hpos.le, ?_⟩
  rw [mul_left_inj' hpos.ne', Nat.cast_inj]
  exact heq
```

The last theorem returns to the d shell of the opening. Both self-overlaps are evaluated by the closed form, and the double factorials 3 and 1 leave the factor 3. The normalisation constant of xy is therefore √3 times that of x².

```lean
/-- In a Cartesian d shell with exponent `a > 0`, the unnormalised `x²` component has three
times the self-overlap of the `xy` component. -/
theorem selfOverlap_d_shell {a : ℝ} (ha : 0 < a) :
    selfOverlap a 2 0 0 = 3 * selfOverlap a 1 1 0 := by
  rw [selfOverlap_eq ha, selfOverlap_eq ha, show oddFactorial 2 = 3 from rfl,
    show oddFactorial 1 = 1 from rfl, show oddFactorial 0 = 1 from rfl]
  push_cast
  ring

end

end CartesianGaussianShell
```

```lean
#print axioms CartesianGaussianShell.oddFactorial_succ_eq
#print axioms CartesianGaussianShell.selfOverlap_le_axis
#print axioms CartesianGaussianShell.selfOverlap_d_shell
```

```
'CartesianGaussianShell.oddFactorial_succ_eq' depends on axioms: [propext]
'CartesianGaussianShell.selfOverlap_le_axis' depends on axioms: [propext, Classical.choice, Quot.sound]
'CartesianGaussianShell.selfOverlap_d_shell' depends on axioms: [propext, Classical.choice, Quot.sound]
```
